# Dirac levels of a one-electron ion with a point nucleus are bound more strongly than Schrödinger levels of the same principal quantum number

## Comparing a computed eigenvalue with the exact level

A four-component program can be checked on a one-electron ion with a point nucleus by comparing a computed eigenvalue, measured from the rest energy $c^2$, with the exact level. If the reference value is obtained by subtracting $c^2$ from the Sommerfeld energy, leading digits cancel, and for a given level the loss is greatest in light ions. The formula for $E-c^2$ derived below avoids this subtraction. The same algebra gives the exponential decay constant of the radial functions and shows that the level lies below its Schrödinger counterpart.

## The ion and its quantum numbers

An electron moves in the potential $-Z/r$ of a fixed point nucleus. In atomic units the electron mass is 1 and $c$ is the speed of light. Write $a=Z/c$. The level is labelled by $k=j+\tfrac12$, with $j$ the total angular momentum, and by the radial quantum number $m\ge 0$, which is not a mass. The principal quantum number is $n=m+k$. Define

$$g=\sqrt{k^2-a^2},\qquad N=\sqrt{n^2-2m(k-g)},\qquad E=\frac{c^2}{\sqrt{1+a^2/(m+g)^2}}.$$

The exponent $g$ governs the radial functions near the nucleus, and the condition $a<k$ keeps it real and positive. $N$ is called the apparent principal quantum number. Far from the nucleus the radial functions decay essentially as $e^{-\lambda r}$ with $\lambda=\sqrt{c^4-E^2}/c$.

## What is stated

For $Z,c>0$, $a<k$ and $m\ge0$,

$$E=\frac{c^2(m+g)}{N},\qquad \frac{\sqrt{c^4-E^2}}{c}=\frac ZN,\qquad E-c^2=-\frac{Z^2}{N(N+m+g)}<-\frac{Z^2}{2n^2}.$$

In the Lean file, $g$, $N$ and $E$ are the real functions `gam Z c k`, `apparentN Z c k m` and `energy Z c k m`. The hypotheses `hZ`, `hc`, `hk` and `hm` are the four conditions just listed. The energy includes the rest energy, so the levels appear as `energy Z c k m - c ^ 2`.

Two further theorems compare levels of the same $n$ and treat the limit of large $c$. `fine_structure_order` says that at fixed $n$, for $a<k_1<k_2\le n$, the level with $k_2$ is strictly higher; the radial quantum numbers are written `n - k₁` and `n - k₂`. `nonrelativistic_limit` says that $E-c^2\to -Z^2/(2n^2)$ as $c\to\infty$, with $Z>0$, $k>0$ and $m\ge0$ fixed; in that theorem `hk` is the condition $0<k$.

All quantum numbers are real variables, and the physical integer values are a special case. The Sommerfeld formula enters as the definition of `energy`; it is not derived from the Dirac equation. Nuclear size, recoil, electron–electron interaction and radiative corrections are absent from the model.

## The derivation

Since $0<a<k$, we have $g^2=k^2-a^2>0$, hence $0<g<k$. Expanding the radicand of $N$ gives

$$N^2=(m+k)^2-2m(k-g)=m^2+2mg+k^2=(m+g)^2+a^2.$$

Therefore $N>m+g>0$. Because $2m(k-g)\ge0$, also $N\le n$, with equality at $m=0$.

**Energy.** The radicand in $E$ is

$$1+\frac{a^2}{(m+g)^2}=\frac{N^2}{(m+g)^2},$$

so its root is $N/(m+g)$ and $E=c^2(m+g)/N$.

**Decay constant.** From this form and $ca=Z$,

$$c^4-E^2=c^4\,\frac{N^2-(m+g)^2}{N^2}=\frac{c^4a^2}{N^2}=\left(\frac{cZ}{N}\right)^2.$$

Taking the positive root and dividing by $c$ gives $Z/N$.

**Energy relative to the rest energy.** Multiplying numerator and denominator by $N+m+g$,

$$E-c^2=-\frac{c^2(N-m-g)}{N}=-\frac{c^2a^2}{N(N+m+g)}=-\frac{Z^2}{N(N+m+g)}.$$

**Comparison with Schrödinger.** Since $N\le n$ and $m+g<n$,

$$N(N+m+g)<N\cdot 2n\le 2n^2.$$

The smaller denominator gives the more negative energy. The inequality is strict even at $m=0$, where $N=n$, because $g<k$.

**Fine structure.** At fixed $n$, $m+g=n-(k-g)$. Here $k-g=a^2/(k+g)$ decreases as $k$ grows, so $m+g$ increases, and with it $E$.

**Nonrelativistic limit.** As $c\to\infty$, $a\to0$, $g\to k$ and $N\to n$. The denominator $N(N+m+g)$ tends to $2n^2$, so the Schrödinger level is approached from below.

## The Lean file

```lean
import Mathlib

open Filter Topology

namespace DiracCoulombLevels

noncomputable section

/-- The exponent `g = √(k² - (Z/c)²)` of the radial Dirac-Coulomb functions, for `c ≠ 0` and
`0 ≤ Z/c ≤ k`. -/
def gam (Z c k : ℝ) : ℝ := √(k ^ 2 - (Z / c) ^ 2)

/-- The apparent principal quantum number `N = √(n² - 2m(k - g))` with `n = m + k`, for `c ≠ 0` and
`0 ≤ Z/c ≤ k`. -/
def apparentN (Z c k m : ℝ) : ℝ := √((m + k) ^ 2 - 2 * m * (k - gam Z c k))

/-- The Sommerfeld energy, rest energy `c²` included, in atomic units, for `c ≠ 0`, `0 ≤ Z/c ≤ k`
and `m + g ≠ 0`. -/
def energy (Z c k m : ℝ) : ℝ :=
  c ^ 2 / √(1 + (Z / c) ^ 2 / (m + gam Z c k) ^ 2)

variable {Z c k m : ℝ}

/-- For `0 < Z/c < k` the radial exponent satisfies `g² = k² - (Z/c)²`. -/
theorem gam_sq (hZ : 0 < Z) (hc : 0 < c) (hk : Z / c < k) :
    gam Z c k ^ 2 = k ^ 2 - (Z / c) ^ 2 := by
  have ha := div_pos hZ hc
  exact Real.sq_sqrt (by nlinarith)

/-- For `0 < Z/c < k` the radial exponent is positive and smaller than `k`. -/
theorem gam_bounds (hZ : 0 < Z) (hc : 0 < c) (hk : Z / c < k) :
    0 < gam Z c k ∧ gam Z c k < k := by
  have ha := div_pos hZ hc
  have hg := gam_sq hZ hc hk
  refine ⟨Real.sqrt_pos.2 (by nlinarith), ?_⟩
  exact lt_of_pow_lt_pow_left₀ 2 (by linarith) (by linarith [pow_pos ha 2])

/-- For `0 < Z/c < k` the apparent principal quantum number obeys
`N² = (m + g)² + (Z/c)²`. -/
theorem apparentN_sq (hZ : 0 < Z) (hc : 0 < c) (hk : Z / c < k) :
    apparentN Z c k m ^ 2 = (m + gam Z c k) ^ 2 + (Z / c) ^ 2 := by
  have hg := gam_sq hZ hc hk
  have e : (m + k) ^ 2 - 2 * m * (k - gam Z c k)
      = (m + gam Z c k) ^ 2 + (Z / c) ^ 2 := by
    linear_combination (-1 : ℝ) * hg
  rw [apparentN, e]
  exact Real.sq_sqrt (by positivity)

/-- For `0 < Z/c < k` and `m ≥ 0` the apparent principal quantum number lies above `m + g`
and does not exceed `n = m + k`. -/
theorem apparentN_bounds (hZ : 0 < Z) (hc : 0 < c) (hk : Z / c < k) (hm : 0 ≤ m) :
    m + gam Z c k < apparentN Z c k m ∧ apparentN Z c k m ≤ m + k := by
  have ha := div_pos hZ hc
  obtain ⟨_, hgk⟩ := gam_bounds hZ hc hk
  constructor
  · refine lt_of_pow_lt_pow_left₀ 2 (Real.sqrt_nonneg _) ?_
    linarith [apparentN_sq (m := m) hZ hc hk, pow_pos ha 2]
  · unfold apparentN
    exact Real.sqrt_le_iff.2
      ⟨by linarith, by nlinarith [mul_nonneg hm (sub_nonneg.2 hgk.le)]⟩

/-- For `0 < Z/c < k` and `m ≥ 0` the Sommerfeld energy is `E = c²(m + g)/N`. -/
theorem energy_eq (hZ : 0 < Z) (hc : 0 < c) (hk : Z / c < k) (hm : 0 ≤ m) :
    energy Z c k m = c ^ 2 * (m + gam Z c k) / apparentN Z c k m := by
  have hs : 0 < m + gam Z c k := by linarith [(gam_bounds hZ hc hk).1]
  have hN : 0 < apparentN Z c k m := hs.trans (apparentN_bounds hZ hc hk hm).1
  -- the radicand is the square of N / (m + g)
  have e : 1 + (Z / c) ^ 2 / (m + gam Z c k) ^ 2
      = (apparentN Z c k m / (m + gam Z c k)) ^ 2 := by
    rw [div_pow (apparentN Z c k m) (m + gam Z c k), apparentN_sq hZ hc hk, add_div,
      div_self (pow_ne_zero 2 hs.ne')]
  rw [energy, e, Real.sqrt_sq (div_pos hN hs).le, div_div_eq_mul_div]

/-- For `0 < Z/c < k` and `m ≥ 0` the exponential decay constant `√(c⁴ - E²)/c` of the
level equals `Z/N`. -/
theorem decay_constant (hZ : 0 < Z) (hc : 0 < c) (hk : Z / c < k) (hm : 0 ≤ m) :
    √(c ^ 4 - energy Z c k m ^ 2) / c = Z / apparentN Z c k m := by
  have hs : 0 < m + gam Z c k := by linarith [(gam_bounds hZ hc hk).1]
  have hN : 0 < apparentN Z c k m := hs.trans (apparentN_bounds hZ hc hk hm).1
  have hq := mul_inv_cancel₀ hN.ne'
  have hZc : c * (Z / c) = Z := by field_simp
  have hN2 : c ^ 2 * apparentN Z c k m ^ 2 = c ^ 2 * (m + gam Z c k) ^ 2 + Z ^ 2 := by
    rw [apparentN_sq hZ hc hk, mul_add, ← mul_pow c (Z / c), hZc]
  -- c⁴ - E² is a perfect square
  have e : c ^ 4 - energy Z c k m ^ 2 = (c * Z / apparentN Z c k m) ^ 2 := by
    rw [energy_eq hZ hc hk hm]
    linear_combination c ^ 2 * (apparentN Z c k m)⁻¹ ^ 2 * hN2
      - c ^ 4 * (apparentN Z c k m * (apparentN Z c k m)⁻¹ + 1) * hq
  rw [e, Real.sqrt_sq (by positivity)]
  field_simp

/-- For `0 < Z/c < k` and `m ≥ 0` the energy relative to the rest energy is
`E - c² = -Z²/(N(N + m + g))`. -/
theorem binding_energy (hZ : 0 < Z) (hc : 0 < c) (hk : Z / c < k) (hm : 0 ≤ m) :
    energy Z c k m - c ^ 2
      = -Z ^ 2 / (apparentN Z c k m * (apparentN Z c k m + m + gam Z c k)) := by
  have hs : 0 < m + gam Z c k := by linarith [(gam_bounds hZ hc hk).1]
  have hN : 0 < apparentN Z c k m := hs.trans (apparentN_bounds hZ hc hk hm).1
  have hq := mul_inv_cancel₀ hN.ne'
  have hZc : c * (Z / c) = Z := by field_simp
  have hN2 : c ^ 2 * apparentN Z c k m ^ 2 = c ^ 2 * (m + gam Z c k) ^ 2 + Z ^ 2 := by
    rw [apparentN_sq hZ hc hk, mul_add, ← mul_pow c (Z / c), hZc]
  rw [energy_eq hZ hc hk hm, eq_div_iff (mul_pos hN (by linarith)).ne']
  linear_combination c ^ 2 * (m + gam Z c k)
    * (apparentN Z c k m + m + gam Z c k) * hq - hN2

/-- For `0 < Z/c < k` and `m ≥ 0` the Dirac-Coulomb level, measured from the rest energy,
lies strictly below the Schrödinger level `-Z²/(2n²)` with `n = m + k`. -/
theorem below_schroedinger (hZ : 0 < Z) (hc : 0 < c) (hk : Z / c < k) (hm : 0 ≤ m) :
    energy Z c k m - c ^ 2 < -Z ^ 2 / (2 * (m + k) ^ 2) := by
  obtain ⟨hg, hgk⟩ := gam_bounds hZ hc hk
  obtain ⟨h1, h2⟩ := apparentN_bounds hZ hc hk hm
  have hN : 0 < apparentN Z c k m := by linarith
  -- both factors of the denominator are bounded through n
  have hD : apparentN Z c k m * (apparentN Z c k m + m + gam Z c k)
      < 2 * (m + k) ^ 2 := by
    calc _ < apparentN Z c k m * (2 * (m + k)) :=
          mul_lt_mul_of_pos_left (by linarith) hN
      _ ≤ 2 * (m + k) ^ 2 := by nlinarith
  rw [binding_energy hZ hc hk hm, neg_div, neg_div, neg_lt_neg_iff]
  exact div_lt_div_of_pos_left (pow_pos hZ 2) (mul_pos hN (by linarith)) hD

/-- Fine-structure ordering: at fixed `n`, and for `0 < Z/c < k₁ < k₂ ≤ n`, the level with
the larger `k` lies strictly higher. -/
theorem fine_structure_order {n k₁ k₂ : ℝ} (hZ : 0 < Z) (hc : 0 < c)
    (hk : Z / c < k₁) (h12 : k₁ < k₂) (hn : k₂ ≤ n) :
    energy Z c k₁ (n - k₁) < energy Z c k₂ (n - k₂) := by
  have ha := div_pos hZ hc
  obtain ⟨p1, q1⟩ := gam_bounds hZ hc hk
  obtain ⟨p2, q2⟩ := gam_bounds hZ hc (hk.trans h12)
  have e1 := gam_sq hZ hc hk
  have e2 := gam_sq hZ hc (hk.trans h12)
  -- the quantum defect k - g decreases with k
  have hs : n - k₁ + gam Z c k₁ < n - k₂ + gam Z c k₂ := by
    by_contra h
    have h' : 0 ≤ (k₂ - k₁) - (gam Z c k₂ - gam Z c k₁) := by linarith [not_lt.1 h]
    nlinarith [mul_nonneg h' (add_pos p1 p2).le,
      mul_pos (sub_pos.2 h12) (add_pos (sub_pos.2 q1) (sub_pos.2 q2))]
  have hs1 : 0 < n - k₁ + gam Z c k₁ := by linarith
  have hlt : (Z / c) ^ 2 / (n - k₂ + gam Z c k₂) ^ 2
      < (Z / c) ^ 2 / (n - k₁ + gam Z c k₁) ^ 2 :=
    div_lt_div_of_pos_left (pow_pos ha 2) (pow_pos hs1 2)
      (pow_lt_pow_left₀ hs hs1.le two_ne_zero)
  unfold energy
  exact div_lt_div_of_pos_left (pow_pos hc 2) (Real.sqrt_pos.2 (by positivity))
    (Real.sqrt_lt_sqrt (by positivity) (by linarith))

/-- Nonrelativistic limit: for `Z, k > 0` and `m ≥ 0`, the energy measured from the rest
energy tends to `-Z²/(2n²)` with `n = m + k` as `c → ∞`. -/
theorem nonrelativistic_limit (hZ : 0 < Z) (hk : 0 < k) (hm : 0 ≤ m) :
    Tendsto (fun c : ℝ => energy Z c k m - c ^ 2) atTop
      (𝓝 (-Z ^ 2 / (2 * (m + k) ^ 2))) := by
  have h0 : Tendsto (fun c : ℝ => Z / c) atTop (𝓝 0) :=
    tendsto_const_nhds.div_atTop tendsto_id
  -- g tends to k, and N tends to n
  have hg : Tendsto (fun c : ℝ => gam Z c k) atTop (𝓝 k) := by
    have h := ((tendsto_const_nhds (x := k ^ 2)).sub (h0.pow 2)).sqrt
    rw [show k ^ 2 - 0 ^ 2 = k ^ 2 by ring, Real.sqrt_sq hk.le] at h
    exact h
  have hN : Tendsto (fun c : ℝ => apparentN Z c k m) atTop (𝓝 (m + k)) := by
    have h := ((tendsto_const_nhds (x := (m + k) ^ 2)).sub
      ((tendsto_const_nhds (x := 2 * m)).mul
        ((tendsto_const_nhds (x := k)).sub hg))).sqrt
    rw [show (m + k) ^ 2 - 2 * m * (k - k) = (m + k) ^ 2 by ring,
      Real.sqrt_sq (by linarith)] at h
    exact h
  have hpos : 0 < (m + k) * (m + k + m + k) := mul_pos (by linarith) (by linarith)
  have hlim := (tendsto_const_nhds (x := -Z ^ 2)).div
    (hN.mul ((hN.add_const m).add hg)) hpos.ne'
  rw [show (m + k) * (m + k + m + k) = 2 * (m + k) ^ 2 by ring] at hlim
  refine hlim.congr' ?_
  filter_upwards [h0.eventually_lt_const hk, eventually_gt_atTop 0] with c h1 h2
  exact (binding_energy hZ h2 h1 hm).symm

end

end DiracCoulombLevels
```

```lean
#print axioms DiracCoulombLevels.apparentN_bounds
#print axioms DiracCoulombLevels.below_schroedinger
#print axioms DiracCoulombLevels.fine_structure_order
#print axioms DiracCoulombLevels.nonrelativistic_limit
```

```
'DiracCoulombLevels.apparentN_bounds' depends on axioms: [propext, Classical.choice, Quot.sound]
'DiracCoulombLevels.below_schroedinger' depends on axioms: [propext, Classical.choice, Quot.sound]
'DiracCoulombLevels.fine_structure_order' depends on axioms: [propext, Classical.choice, Quot.sound]
'DiracCoulombLevels.nonrelativistic_limit' depends on axioms: [propext, Classical.choice, Quot.sound]
```

## From the identities to the inequalities in Lean

`gam_sq` and `gam_bounds` establish the properties of $g$; the bound $g<k$ is obtained by comparing squares. `apparentN_sq` is the expansion of $N^2$: `linear_combination` reduces it to the identity for $g^2$. `apparentN_bounds` then supplies $m+g<N\le n$.

In `energy_eq` the radicand is rewritten as the square of $N/(m+g)$, and positivity of that quotient lets the root be removed. `decay_constant` likewise shows that $c^4-E^2$ is a perfect square. Its auxiliary identity `hN2` is the relation for $N^2$ multiplied by $c^2$, which replaces $a$ by $Z$. `binding_energy` uses the same identity after `eq_div_iff` has cleared the denominator on the right.

The `calc` block in `below_schroedinger` is the two-step estimate of $N(N+m+g)$, and `div_lt_div_of_pos_left` turns it into the comparison of energies.

For the fine-structure ordering, Lean argues by contradiction instead of using the quotient for $k-g$. Write $g_1,g_2$ for the exponents belonging to $k_1,k_2$. If $m+g$ failed to increase, then $k_2-k_1\ge g_2-g_1$. Multiplying by $g_1+g_2>0$ and using $g_2^2-g_1^2=k_2^2-k_1^2$ would give $g_1+g_2\ge k_1+k_2$, contrary to $g_i<k_i$.

`nonrelativistic_limit` takes the limit in the formula of `binding_energy`, where every factor has a finite limit. The condition $Z/c<k$ holds once $c$ is large enough, and `filter_upwards` restricts the argument to those values.
